# For $L \ge 3$ odd, bondwise realisability misses $U/(2L)$ of nearest-neighbour repulsion energy per site on a half-filled spinless ring

## Occupations and averages on a ring

Number the sites of a ring $0, 1, \dots, L-1$ and read site indices modulo $L$, so that bond $i$ joins site $i$ to site $i+1$ and bond $L-1$ closes the ring. A configuration is the set $S$ of occupied sites. Its occupation numbers $n_i(S)$ are 1 if $i \in S$ and 0 otherwise.

A distribution $p$ gives each configuration a weight $p(S) \ge 0$, with $\sum_S p(S) = 1$. Averages are written $\langle f\rangle = \sum_S p(S) f(S)$. The mean occupation of site $i$ is $\langle n_i\rangle$, and the joint occupation of bond $i$ is $\langle n_i n_{i+1}\rangle$. Half filling means $\langle n_i\rangle = 1/2$ on every site. The particle number may fluctuate, and on an odd ring it must, because its mean $L/2$ is not an integer.

A repulsion $U \ge 0$ between neighbours costs an energy per site of
$$\frac{U}{L}\sum_i \langle n_i n_{i+1}\rangle .$$

## Two notions of an allowed pair density

In the strict notion, one half-filled distribution on the whole ring produces all the joint occupations. In the weaker, bondwise notion, each number $P_i$ only has to be the joint occupation of bond $i$ in some distribution with both ends of that bond half filled. Different bonds may use different distributions. They still agree on the mean occupation of the site they share, so the relaxation is locally consistent.

For odd $L \ge 3$ the minimal energies per site are

- $U/(2L)$ when a single distribution is required,
- $0$ when realisability is only required bond by bond.

The difference is the frustration energy that the bondwise conditions fail to see. For spinless fermions on a lattice, with nearest-neighbour repulsion and no hopping, minimising over pair densities under bondwise conditions alone can therefore give an energy below that of every actual state with the same half filling.

## Counting bonds in one configuration

Fix $S$ and let $N = \sum_i n_i$ be its particle number, $D = \sum_i n_i n_{i+1}$ its number of doubly occupied bonds, and $E$ its number of empty bonds. Since $\sum_i n_{i+1} = \sum_i n_i = N$,
$$E = \sum_i (1-n_i)(1-n_{i+1}) = L - 2N + D .$$
Both $D$ and $E$ are non-negative, so
$$D + E = L - 2N + 2D \ge 0 .$$
For odd $L$ the middle expression is an odd integer, hence at least 1. This gives
$$D \ge N - \frac{L-1}{2}.$$
The parity step supplies the whole effect: without it the bound would be $D \ge N - L/2$, which averages to zero at half filling.

## Averaging, and a mixture that attains the bound

Averaging with any distribution on an odd ring gives
$$\sum_i \langle n_i n_{i+1}\rangle \ge \sum_i \langle n_i\rangle - \frac{L-1}{2},$$
for arbitrary fillings. At half filling the right-hand side is $L/2 - (L-1)/2 = 1/2$.

To attain it, let $A$ be the set of even-numbered sites and give $A$ and its complement weight $1/2$ each. Every site is occupied in exactly one of the two, so the ring is half filled. Along each bond except the last, the parity of the site number changes, and exactly one end is occupied. The closing bond joins $L-1$ to $0$, both even: it is doubly occupied in $A$ and empty in the complement, and contributes $1/2$. On the triangle the two configurations are $\{0,2\}$ and $\{1\}$.

For the bondwise minimum, take on each bond the equal mixture of "only the left end occupied" and "only the right end occupied". Both ends are half filled and the joint occupation is zero. No sum can be lower, as joint occupations are non-negative.

On an even ring the alternating mixture has no defective bond, and the strict minimum is zero as well. The frustration comes from the odd length.

## The statement in Lean

Sites are elements of `Fin L`, configurations are of type `Finset (Fin L)`, and `next L` is the cyclic shift. The occupation number `num i S` is an integer, which keeps the parity argument available; `mean` converts to real numbers. `occ p i` and `pairOcc p i (next L i)` are $\langle n_i\rangle$ and $\langle n_i n_{i+1}\rangle$.

The set `exactSums L` collects the values of $\sum_i\langle n_i n_{i+1}\rangle$ over half-filled distributions, and `bondwiseSums L` collects the sums $\sum_i P_i$ of bondwise realisable values. In the latter, the distribution `q` for a bond lives on the whole ring, but only the two ends of that bond are constrained. `IsLeast X a` says that $a$ belongs to $X$ and is a lower bound of it, so each minimum is attained.

The final theorem, `frustration_energy_per_site`, applies $s \mapsto Us/L$ to both sets and states the two minima for odd $L \ge 3$ and $U \ge 0$. The bondwise minimum by itself needs only $L \ge 2$; on a single site the "bond" would join the site to itself and have joint occupation $1/2$. For $L = 2$ the sum runs over both directions and counts the one pair twice.

The model is a classical one: it describes the diagonal of a state in the occupation basis, without spin, kinetic energy or longer-range interaction.

```lean
import Mathlib

open Finset

namespace OddRingFrustration

noncomputable section

variable {L : ℕ}

/-- The next site on the ring: the cyclic shift by one. -/
def next (L : ℕ) : Equiv.Perm (Fin L) := finRotate L

/-- The occupation number (0 or 1) of site `i` in the configuration `S` of occupied sites. -/
def num (i : Fin L) (S : Finset (Fin L)) : ℤ := if i ∈ S then 1 else 0

/-- A probability distribution on configurations: non-negative weights that sum to one. -/
def IsDistribution (p : Finset (Fin L) → ℝ) : Prop := (∀ S, 0 ≤ p S) ∧ ∑ S, p S = 1

/-- The average of an integer-valued observable `f` with weights `p`. -/
def mean (p : Finset (Fin L) → ℝ) (f : Finset (Fin L) → ℤ) : ℝ := ∑ S, p S * (f S : ℝ)

/-- The mean occupation of site `i`. -/
def occ (p : Finset (Fin L) → ℝ) (i : Fin L) : ℝ := mean p (num i)

/-- The joint occupation of sites `i` and `j`. -/
def pairOcc (p : Finset (Fin L) → ℝ) (i j : Fin L) : ℝ := mean p (fun S => num i S * num j S)

/-- The summed nearest-neighbour joint occupations of all half-filled distributions on the ring. -/
def exactSums (L : ℕ) : Set ℝ :=
  {s | ∃ p : Finset (Fin L) → ℝ, IsDistribution p ∧ (∀ i, occ p i = 1 / 2) ∧
    s = ∑ i, pairOcc p i (next L i)}

/-- The sums of bond values `P i` that are realisable bond by bond: each bond has a distribution
of its own, with both ends half filled and joint occupation `P i`. -/
def bondwiseSums (L : ℕ) : Set ℝ :=
  {s | ∃ P : Fin L → ℝ, (∀ i, ∃ q : Finset (Fin L) → ℝ, IsDistribution q ∧
    occ q i = 1 / 2 ∧ occ q (next L i) = 1 / 2 ∧ pairOcc q i (next L i) = P i) ∧ s = ∑ i, P i}

/-- The equal mixture of two configurations. -/
def mix (A B : Finset (Fin L)) (S : Finset (Fin L)) : ℝ :=
  ((if S = A then 1 else 0) + (if S = B then 1 else 0)) / 2

/-- The configuration in which exactly the even-numbered sites are occupied. -/
def evens (L : ℕ) : Finset (Fin L) := univ.filter (fun i => Even (i : ℕ))

lemma next_val {n : ℕ} (i : Fin (n + 1)) :
    (next (n + 1) i : ℕ) = if i = Fin.last n then 0 else (i : ℕ) + 1 := coe_finRotate i

lemma mem_evens (i : Fin L) : i ∈ evens L ↔ Even (i : ℕ) := by simp [evens]

lemma mean_mix (A B : Finset (Fin L)) (f : Finset (Fin L) → ℤ) :
    mean (mix A B) f = ((f A : ℝ) + f B) / 2 := by
  have h : ∀ S, mix A B S * (f S : ℝ) =
      (if S = A then (f S : ℝ) / 2 else 0) + (if S = B then (f S : ℝ) / 2 else 0) := by
    intro S
    unfold mix
    split_ifs <;> ring
  unfold mean
  simp only [h, sum_add_distrib, sum_ite_eq', mem_univ, if_true]
  ring

lemma mix_isDistribution (A B : Finset (Fin L)) : IsDistribution (mix A B) := by
  refine ⟨fun S => by unfold mix; split_ifs <;> norm_num, ?_⟩
  have h := mean_mix A B (fun _ => 1)
  simp only [mean, Int.cast_one, mul_one] at h
  rw [h]
  norm_num

lemma occ_mix_compl (A : Finset (Fin L)) (i : Fin L) : occ (mix A Aᶜ) i = 1 / 2 := by
  rw [occ, mean_mix]
  by_cases h : i ∈ A <;> simp [num, h]

lemma pairOcc_mix_compl (A : Finset (Fin L)) (i j : Fin L) :
    pairOcc (mix A Aᶜ) i j = if (i ∈ A ↔ j ∈ A) then 1 / 2 else 0 := by
  rw [pairOcc, mean_mix]
  by_cases hi : i ∈ A <;> by_cases hj : j ∈ A <;> simp [num, hi, hj]

lemma pairOcc_nonneg {p : Finset (Fin L) → ℝ} (hp : IsDistribution p) (i j : Fin L) :
    0 ≤ pairOcc p i j := by
  unfold pairOcc mean
  refine sum_nonneg fun S _ => mul_nonneg (hp.1 S) ?_
  have h : 0 ≤ num i S * num j S := by unfold num; split_ifs <;> norm_num
  exact_mod_cast h

lemma sum_mean (p : Finset (Fin L) → ℝ) (f : Fin L → Finset (Fin L) → ℤ) :
    ∑ i, mean p (f i) = mean p (fun S => ∑ i, f i S) := by
  unfold mean
  rw [sum_comm]
  simp only [Int.cast_sum, mul_sum]

/-- On an odd ring, twice the particle number of any configuration is at most twice its number
of doubly occupied bonds plus `L - 1`. -/
theorem bond_count (hL : Odd L) (S : Finset (Fin L)) :
    2 * ∑ i, num i S ≤ 2 * ∑ i, num i S * num (next L i) S + ((L : ℤ) - 1) := by
  -- neither the doubly occupied nor the empty bonds can be negative in number
  have h0 : 0 ≤ ∑ i, num i S * num (next L i) S :=
    sum_nonneg fun i _ => by unfold num; split_ifs <;> norm_num
  have h1 : 0 ≤ ∑ i, (1 - num i S) * (1 - num (next L i) S) :=
    sum_nonneg fun i _ => by unfold num; split_ifs <;> norm_num
  have hs : ∑ i, num (next L i) S = ∑ i, num i S :=
    Equiv.sum_comp (next L) (fun i => num i S)
  have he : ∑ i, (1 - num i S) * (1 - num (next L i) S) =
      (L : ℤ) - ∑ i, num i S - ∑ i, num (next L i) S + ∑ i, num i S * num (next L i) S := by
    have hc : (L : ℤ) = ∑ _i : Fin L, (1 : ℤ) := by simp
    rw [hc, ← sum_sub_distrib, ← sum_sub_distrib, ← sum_add_distrib]
    exact sum_congr rfl fun i _ => by ring
  rw [he, hs] at h1
  -- integrality and the odd length sharpen the sum of these two bounds
  obtain ⟨m, hm⟩ := hL
  omega

/-- For any distribution on an odd ring, with arbitrary fillings, the summed nearest-neighbour
joint occupations are at least the mean particle number minus `(L - 1) / 2`. -/
theorem odd_ring_inequality (hL : Odd L) {p : Finset (Fin L) → ℝ} (hp : IsDistribution p) :
    ∑ i, occ p i - ((L : ℝ) - 1) / 2 ≤ ∑ i, pairOcc p i (next L i) := by
  have avg : ∀ f g : Finset (Fin L) → ℤ, (∀ S, 2 * f S ≤ 2 * g S + ((L : ℤ) - 1)) →
      2 * mean p f ≤ 2 * mean p g + ((L : ℝ) - 1) := by
    intro f g h
    have h1 : 0 ≤ ∑ S, p S * (2 * (g S : ℝ) + ((L : ℝ) - 1) - 2 * (f S : ℝ)) := by
      refine sum_nonneg fun S _ => mul_nonneg (hp.1 S) ?_
      have h' : 2 * (f S : ℝ) ≤ 2 * (g S : ℝ) + ((L : ℝ) - 1) := by exact_mod_cast h S
      linarith
    have h2 : ∑ S, p S * (2 * (g S : ℝ) + ((L : ℝ) - 1) - 2 * (f S : ℝ)) =
        2 * mean p g + ((L : ℝ) - 1) * ∑ S, p S - 2 * mean p f := by
      unfold mean
      rw [mul_sum, mul_sum, mul_sum, ← sum_add_distrib, ← sum_sub_distrib]
      exact sum_congr rfl fun S _ => by ring
    rw [h2, hp.2] at h1
    linarith
  have h := avg _ _ (bond_count hL)
  rw [← sum_mean p (fun i => num i),
    ← sum_mean p (fun i S => num i S * num (next L i) S)] at h
  unfold occ pairOcc
  linarith

/-- On an odd ring with every mean occupation 1/2, the minimum of the summed nearest-neighbour
joint occupations is exactly 1/2. -/
theorem exact_minimum (hL : Odd L) : IsLeast (exactSums L) (1 / 2) := by
  constructor
  · -- the alternating mixture has a single frustrated bond, the one that closes the ring
    obtain ⟨m, rfl⟩ := hL
    refine ⟨mix (evens _) (evens _)ᶜ, mix_isDistribution _ _, occ_mix_compl _, ?_⟩
    have h : ∀ i : Fin (2 * m + 1),
        (i ∈ evens _ ↔ next _ i ∈ evens _) ↔ i = Fin.last (2 * m) := by
      intro i
      rw [mem_evens, mem_evens, next_val]
      by_cases hi : i = Fin.last (2 * m)
      · simp [hi]
      · rw [if_neg hi, Nat.even_add_one]
        exact iff_of_false iff_not_self hi
    simp only [pairOcc_mix_compl, h, sum_ite_eq', mem_univ, if_true]
  · rintro s ⟨p, hp, hocc, rfl⟩
    have h := odd_ring_inequality hL hp
    simp only [hocc, sum_const, card_univ, Fintype.card_fin, nsmul_eq_mul] at h
    linarith

/-- On an even ring with every mean occupation 1/2, the minimum of the summed nearest-neighbour
joint occupations is zero. -/
theorem even_ring_minimum (hL : Even L) : IsLeast (exactSums L) 0 := by
  constructor
  · refine ⟨mix (evens _) (evens _)ᶜ, mix_isDistribution _ _, occ_mix_compl _, ?_⟩
    symm
    refine sum_eq_zero fun i _ => ?_
    rw [pairOcc_mix_compl, if_neg]
    rcases L with _ | n
    · exact i.elim0
    · have hn : ¬ Even n := Nat.even_add_one.mp hL
      rw [mem_evens, mem_evens, next_val]
      by_cases hi : i = Fin.last n
      · simp [hi, hn]
      · rw [if_neg hi, Nat.even_add_one]
        exact iff_not_self
  · rintro s ⟨p, hp, -, rfl⟩
    exact sum_nonneg fun i _ => pairOcc_nonneg hp _ _

/-- On a ring of at least two sites, realisability bond by bond at half filling allows the
summed joint occupations to vanish, and zero is their minimum. -/
theorem bondwise_minimum (hL : 2 ≤ L) : IsLeast (bondwiseSums L) 0 := by
  constructor
  · refine ⟨fun _ => 0, fun i => ?_, by simp⟩
    have hne : next L i ≠ i := by
      obtain ⟨n, rfl⟩ : ∃ n, L = n + 1 := ⟨L - 1, by omega⟩
      intro h
      have hv := next_val i
      rw [h] at hv
      split_ifs at hv with hl
      · have hl' : (i : ℕ) = n := congrArg Fin.val hl
        omega
      · omega
    -- one particle, on either end of the bond with equal probability
    refine ⟨mix {i} {next L i}, mix_isDistribution _ _, ?_, ?_, ?_⟩
    · rw [occ, mean_mix]
      simp [num, hne.symm]
    · rw [occ, mean_mix]
      simp [num, hne]
    · rw [pairOcc, mean_mix]
      simp [num, hne, hne.symm]
  · rintro s ⟨P, hP, rfl⟩
    refine sum_nonneg fun i _ => ?_
    obtain ⟨q, hq, -, -, h⟩ := hP i
    rw [← h]
    exact pairOcc_nonneg hq _ _

/-- For a repulsion `U ≥ 0` on a half-filled odd ring of `L ≥ 3` sites, the minimal repulsion
energy per site is `U / (2 L)` over true distributions and zero over bondwise realisable values. -/
theorem frustration_energy_per_site (hL : Odd L) (h3 : 3 ≤ L) {U : ℝ} (hU : 0 ≤ U) :
    IsLeast ((fun s : ℝ => U * s / L) '' exactSums L) (U / (2 * L)) ∧
      IsLeast ((fun s : ℝ => U * s / L) '' bondwiseSums L) 0 := by
  have hmono : Monotone (fun s : ℝ => U * s / L) := by
    intro a b h
    exact div_le_div_of_nonneg_right (mul_le_mul_of_nonneg_left h hU) (Nat.cast_nonneg L)
  have h1 := hmono.map_isLeast (exact_minimum hL)
  have h2 := hmono.map_isLeast (bondwise_minimum (L := L) (by omega))
  have e1 : U * (1 / 2) / (L : ℝ) = U / (2 * L) := by ring
  have e2 : U * 0 / (L : ℝ) = 0 := by ring
  exact ⟨e1 ▸ h1, e2 ▸ h2⟩

end

end OddRingFrustration
```

```lean
#print axioms OddRingFrustration.even_ring_minimum
#print axioms OddRingFrustration.frustration_energy_per_site
```

```
'OddRingFrustration.even_ring_minimum' depends on axioms: [propext, Classical.choice, Quot.sound]
'OddRingFrustration.frustration_energy_per_site' depends on axioms: [propext, Classical.choice, Quot.sound]
```

## Mixtures and averages in the code

`next_val` gives the number of the next site, with the wrap to 0 at the last one, and `mem_evens` reduces membership in `evens L` to parity. `mean_mix` evaluates any average in an equal mixture of $A$ and $B$ as $(f(A)+f(B))/2$. Applied to the constant 1, it yields the normalisation in `mix_isDistribution`.

For a configuration mixed with its complement, `occ_mix_compl` gives half filling on every site. `pairOcc_mix_compl` gives joint occupation $1/2$ if the two sites are both in $A$ or both outside it, and 0 otherwise. `pairOcc_nonneg` is the positivity of joint occupations, and `sum_mean` exchanges the sum over sites with the average.

## From the bond count to the minima

In `bond_count`, `h0` and `h1` are $D \ge 0$ and $E \ge 0$. The step `hs` says that shifting the sites does not change the particle number, and `he` expands $E$. With $L = 2m+1$ inserted, `omega` carries out the integer argument and delivers $2N \le 2D + L - 1$.

`odd_ring_inequality` averages this. Its auxiliary statement `avg` multiplies the inequality for each configuration by $p(S) \ge 0$, sums, and uses the normalisation for the constant $L-1$.

`exact_minimum` has two halves. For attainment, `h` shows that sites $i$ and $i+1$ have the same parity exactly when $i$ is the last site, so the sum of joint occupations collapses to the single term $1/2$. For the lower bound, the half filling `hocc` is inserted into the averaged inequality.

`even_ring_minimum` uses the same mixture; now the last site is odd-numbered, and every bond contributes zero. In `bondwise_minimum`, `hne` first establishes that the two ends of a bond are different sites, after which the one-particle mixture has the required values. Both lower bounds come from `pairOcc_nonneg`.

Finally, `frustration_energy_per_site` uses that $s \mapsto Us/L$ is monotone for $U \ge 0$ and so carries least elements to least elements: $1/2$ goes to $U/(2L)$, and $0$ to $0$.
